# At least n + 1 configurations are needed for n spins ±1 with zero site means and zero pair correlations

A probability distribution over whole configurations is called pair-random here if the mean vanishes on every single site and the correlation vanishes for every single pair of distinct sites. This is stricter than asking for zero only after averaging over symmetry-equivalent sites or pairs. The two spin values stand for the two species of a binary alloy, and zero mean stands for equal probabilities of the two species on each site.

In Lean 4 with Mathlib:

```lean
import Mathlib

open Finset

namespace PairRandomStructures

noncomputable section
```

The n sites form a finite type `ι`, so n is `Fintype.card ι`. No lattice geometry or energy enters. A configuration σ assigns to each site i a unit of the integers, which is exactly +1 or −1.

```lean
/-- A configuration assigns a spin `+1` or `-1` to every site. -/
abbrev Config (ι : Type*) := ι → ℤˣ
```

For averaging, the same spin σᵢ is read as a real number.

```lean
variable {ι : Type*} [Fintype ι] [DecidableEq ι]

/-- The spin on site `i` as a real number. -/
def spin {κ : Type*} (σ : Config κ) (i : κ) : ℝ := ((σ i : ℤ) : ℝ)
```

Given weights p(σ), the ensemble average of an observable f is

⟨f⟩ = ∑_σ p(σ) f(σ).

```lean
/-- The ensemble average of an observable `f` with weights `p`. -/
def average (p f : Config ι → ℝ) : ℝ := ∑ σ, p σ * f σ
```

The hypothesis `PairRandom p` collects four conditions: p(σ) ≥ 0, ∑_σ p(σ) = 1, ⟨σᵢ⟩ = 0 for all i, and ⟨σᵢσⱼ⟩ = 0 for all i ≠ j. Correlations of three or more sites are left free. The zeros are exact, so ensembles that match the random alloy only approximately are not covered.

```lean
/-- A probability distribution with zero mean spin on every site and zero correlation
for every pair of distinct sites. -/
structure PairRandom (p : Config ι → ℝ) : Prop where
  nonneg : ∀ σ, 0 ≤ p σ
  total : ∑ σ, p σ = 1
  mean : ∀ i, average p (fun σ => spin σ i) = 0
  pair : ∀ i j, i ≠ j → average p (fun σ => spin σ i * spin σ j) = 0
```

The structures that occur are the configurations with p(σ) > 0. Their number, written m below, is what the bound concerns.

```lean
/-- The structures that occur: configurations of positive probability. -/
def structures (p : Config ι → ℝ) : Finset (Config ι) := univ.filter (fun σ => 0 < p σ)
```

Finally, let φ₀(σ) = 1 and φᵢ(σ) = σᵢ. These n + 1 cluster functions are indexed by `Option ι`, where `none` is the empty cluster and `some i` is site i.

```lean
/-- The cluster functions of the empty cluster (the constant 1) and of the single sites. -/
def clusterFn {κ : Type*} (σ : Config κ) : Option κ → ℝ
  | none => 1
  | some i => spin σ i
```

## (a) The square of a spin

Show that σᵢσᵢ = 1.

**Solution.** The spin is +1 or −1, and both square to 1. The proof splits into the same two cases.

```lean
/-- The square of a spin is one. -/
theorem spin_mul_self {κ : Type*} (σ : Config κ) (i : κ) : spin σ i * spin σ i = 1 := by
  rcases Int.units_eq_one_or (σ i) with h | h <;> simp [spin, h]
```

## (b) Averages see only the structures that occur

Show that ⟨f⟩ can be computed by summing over the configurations with p(σ) > 0.

**Solution.** Since p(σ) ≥ 0, a configuration that is left out has p(σ) = 0 and contributes p(σ) f(σ) = 0. The proof drops these terms with `Finset.sum_filter_of_ne`.

```lean
/-- In a pair-random ensemble, an average is a sum over the structures that occur. -/
theorem average_eq_sum_structures {p : Config ι → ℝ} (hp : PairRandom p)
    (f : Config ι → ℝ) :
    average p f = ∑ σ : structures p, p σ * f σ := by
  rw [Finset.sum_coe_sort (structures p) (fun σ => p σ * f σ)]
  unfold average structures
  symm
  apply Finset.sum_filter_of_ne
  intro σ _ h
  exact lt_of_le_of_ne (hp.nonneg σ) (fun h0 => h (by rw [← h0, zero_mul]))
```

## (c) Orthonormal cluster functions

Show that ⟨φₐφ_b⟩ = δₐ_b for all a and b among the n + 1 indices.

**Solution.** There are four kinds of entry:

⟨φ₀φ₀⟩ = ∑_σ p(σ) = 1
⟨φ₀φᵢ⟩ = ⟨φᵢφ₀⟩ = ⟨σᵢ⟩ = 0
⟨φᵢφᵢ⟩ = ⟨1⟩ = 1, by (a)
⟨φᵢφⱼ⟩ = ⟨σᵢσⱼ⟩ = 0 for i ≠ j

The case split on `a` and `b` follows this list.

```lean
/-- In a pair-random ensemble the constant and the site spins are orthonormal. -/
theorem clusterFn_orthonormal {p : Config ι → ℝ} (hp : PairRandom p) (a b : Option ι) :
    average p (fun σ => clusterFn σ a * clusterFn σ b) = if a = b then 1 else 0 := by
  rcases a with _ | i <;> rcases b with _ | j
  · simpa [average, clusterFn] using hp.total
  · simpa [clusterFn] using hp.mean j
  · simpa [clusterFn] using hp.mean i
  · by_cases h : i = j
    · subst h
      simp [clusterFn, spin_mul_self, average, hp.total]
    · simpa [clusterFn, h] using hp.pair i j h
```

## (d) The lower bound

Show that m ≥ n + 1.

**Solution.** Restrict each φₐ to the m structures that occur, which makes it a vector in ℝᵐ. Suppose that a linear combination vanishes there:

∑ₐ gₐ φₐ(σ) = 0 for every occurring σ.

Multiply by p(σ) φ_b(σ) and sum over σ. By (b) and (c),

0 = ∑ₐ gₐ ⟨φₐφ_b⟩ = g_b.

This holds for every b, so the n + 1 vectors are linearly independent in a space of dimension m, and n + 1 ≤ m.

In the proof, `hli` is this independence, and its `calc` block runs the computation from g_b to 0. The dimension count is `fintype_card_le_finrank`.

For cluster expansions of a binary alloy that is equiatomic on average, this means that an ensemble on n sites with exactly random site and pair statistics, site by site and pair by pair, must contain at least n + 1 distinct configurations. The composition cannot be the same in all of them, because ∑ᵢσᵢ has mean 0 and ⟨(∑ᵢσᵢ)²⟩ = n. Configurations related by a lattice symmetry are counted separately here, so the number of symmetry-inequivalent structures can be smaller.

```lean
/-- A distribution of `n` spins with zero site means and zero pair correlations gives
positive probability to at least `n + 1` configurations. -/
theorem card_structures_ge {p : Config ι → ℝ} (hp : PairRandom p) :
    Fintype.card ι + 1 ≤ (structures p).card := by
  -- orthonormal functions stay independent when restricted to the occurring structures
  have hli : LinearIndependent ℝ
      (fun (a : Option ι) (σ : structures p) => clusterFn (σ : Config ι) a) := by
    rw [Fintype.linearIndependent_iff]
    intro g hg b
    have hz : ∀ σ : structures p, ∑ a, g a * clusterFn (σ : Config ι) a = 0 := by
      intro σ
      have h := congrFun hg σ
      simpa only [Finset.sum_apply, Pi.smul_apply, smul_eq_mul, Pi.zero_apply] using h
    calc g b = ∑ a, g a * (if a = b then 1 else 0) := by
          simp only [mul_ite, mul_one, mul_zero, Finset.sum_ite_eq', Finset.mem_univ, if_true]
      _ = ∑ a, g a * ∑ σ : structures p,
            p σ * (clusterFn (σ : Config ι) a * clusterFn (σ : Config ι) b) := by
          refine Finset.sum_congr rfl fun a _ => ?_
          rw [← clusterFn_orthonormal hp a b, average_eq_sum_structures hp]
      _ = ∑ σ : structures p, p σ * clusterFn (σ : Config ι) b *
            ∑ a, g a * clusterFn (σ : Config ι) a := by
          simp only [Finset.mul_sum]
          rw [Finset.sum_comm]
          refine Finset.sum_congr rfl fun σ _ => Finset.sum_congr rfl fun a _ => ?_
          ring
      _ = 0 := Finset.sum_eq_zero fun σ _ => by rw [hz σ, mul_zero]
  have h := hli.fintype_card_le_finrank
  rwa [Module.finrank_fintype_fun_eq_card, Fintype.card_option, Fintype.card_coe] at h
```

## (e) Ensembles that attain the bound

Let m = n + 1. Show that every occurring structure has probability 1/(n + 1), and that any two distinct ones have overlap ∑ᵢ σᵢτᵢ = −1.

**Solution.** Define two square matrices, with structures as one index and cluster functions as the other:

Aₐσ = p(σ) φₐ(σ), Bσ_b = φ_b(σ).

By (b) and (c), (AB)ₐ_b = ⟨φₐφ_b⟩ = δₐ_b, so AB = 1. For square matrices this implies BA = 1, which reads

p(τ) (1 + ∑ᵢ σᵢτᵢ) = δ_στ.

For σ = τ the bracket is 1 + n, so p(σ) = 1/(n + 1). For σ ≠ τ the right side is 0 while p(τ) > 0, so the bracket vanishes and the overlap is −1.

The equivalence `e` labels the structures by `Option ι`, so that both matrices are square over one index type. The step from AB to BA is `mul_eq_one_comm`, and `gram` is the displayed identity.

```lean
/-- If exactly `n + 1` structures occur in a pair-random ensemble on `n` sites, they are equally
likely and any two distinct ones have overlap `-1`. -/
theorem minimal_ensemble {p : Config ι → ℝ} (hp : PairRandom p)
    (hcard : (structures p).card = Fintype.card ι + 1) :
    (∀ σ ∈ structures p, p σ = 1 / ((Fintype.card ι : ℝ) + 1)) ∧
    ∀ σ ∈ structures p, ∀ τ ∈ structures p, σ ≠ τ → ∑ i, spin σ i * spin τ i = -1 := by
  let e : Option ι ≃ structures p := Fintype.equivOfCardEq (by
    rw [Fintype.card_option, Fintype.card_coe, hcard])
  let A : Matrix (Option ι) (Option ι) ℝ :=
    Matrix.of fun a x => p (e x) * clusterFn (e x : Config ι) a
  let B : Matrix (Option ι) (Option ι) ℝ := Matrix.of fun x b => clusterFn (e x : Config ι) b
  have hAB : A * B = 1 := by
    ext a b
    rw [Matrix.mul_apply, Matrix.one_apply, ← clusterFn_orthonormal hp a b,
      average_eq_sum_structures hp, ← e.sum_comp]
    refine Finset.sum_congr rfl fun x _ => ?_
    simp only [A, B, Matrix.of_apply]
    ring
  -- a one-sided inverse of a square matrix is two-sided
  have hBA : B * A = 1 := mul_eq_one_comm.mp hAB
  have gram : ∀ σ ∈ structures p, ∀ τ ∈ structures p,
      p τ * (1 + ∑ i, spin σ i * spin τ i) = if σ = τ then 1 else 0 := by
    intro σ hσ τ hτ
    have h := congrFun (congrFun hBA (e.symm ⟨σ, hσ⟩)) (e.symm ⟨τ, hτ⟩)
    rw [Matrix.mul_apply, Matrix.one_apply, Fintype.sum_option] at h
    simp only [A, B, Matrix.of_apply, Equiv.apply_symm_apply, clusterFn] at h
    refine Eq.trans ?_ (h.trans ?_)
    · rw [mul_add, Finset.mul_sum]
      congr 1
      · ring
      · exact Finset.sum_congr rfl fun i _ => by ring
    · by_cases hst : σ = τ <;> simp [hst]
  constructor
  · intro σ hσ
    have h := gram σ hσ σ hσ
    simp only [spin_mul_self, Finset.sum_const, Finset.card_univ, nsmul_eq_mul, mul_one,
      if_true] at h
    rw [eq_div_iff (by positivity)]
    linarith
  · intro σ hσ τ hτ hne
    have h := gram σ hσ τ hτ
    rw [if_neg hne] at h
    have hpos : 0 < p τ := (Finset.mem_filter.mp hτ).2
    rcases mul_eq_zero.mp h with h0 | h0
    · exact absurd h0 hpos.ne'
    · linarith
```

## (f) A divisibility condition

Let m = n + 1 and n ≥ 2. Show that 4 divides n + 1.

**Solution.** At least three distinct structures ρ, σ, τ occur. Consider

S = ∑ᵢ (ρᵢ + σᵢ)(ρᵢ + τᵢ).

Each factor is 0 or 2ρᵢ, so each term is 0 or 4, and 4 divides S. Expanding with ρᵢ² = 1 and using the overlaps from (e),

S = ∑ᵢ (1 + ρᵢτᵢ + ρᵢσᵢ + σᵢτᵢ) = n − 3.

Hence 4 divides n − 3, and therefore n + 1. The proof works in the integers: `hdvd` checks the spin cases at each site, `hsum` is the expansion, and `omega` finishes. The condition is necessary; the theorem does not supply an ensemble for each such n.

```lean
/-- In a pair-random ensemble on `n ≥ 2` sites, exactly `n + 1` structures can occur only if 4
divides `n + 1`. -/
theorem four_dvd_of_minimal {p : Config ι → ℝ} (hp : PairRandom p)
    (hn : 2 ≤ Fintype.card ι) (hcard : (structures p).card = Fintype.card ι + 1) :
    4 ∣ Fintype.card ι + 1 := by
  obtain ⟨ρ, σ, τ, hρ, hσ, hτ, h1, h2, h3⟩ :=
    Finset.two_lt_card_iff.mp (show 2 < (structures p).card by omega)
  have overlap : ∀ α ∈ structures p, ∀ β ∈ structures p, α ≠ β →
      ∑ i, (α i : ℤ) * (β i : ℤ) = -1 := by
    intro α hα β hβ hne
    have h := (minimal_ensemble hp hcard).2 α hα β hβ hne
    unfold spin at h
    exact_mod_cast h
  -- each site contributes 0 or 4
  have hdvd : (4 : ℤ) ∣ ∑ i, ((ρ i : ℤ) + σ i) * ((ρ i : ℤ) + τ i) := by
    refine Finset.dvd_sum fun i _ => ?_
    rcases Int.units_eq_one_or (ρ i) with h | h <;>
    rcases Int.units_eq_one_or (σ i) with h' | h' <;>
    rcases Int.units_eq_one_or (τ i) with h'' | h'' <;> rw [h, h', h''] <;> decide
  have hsum : ∑ i, ((ρ i : ℤ) + σ i) * ((ρ i : ℤ) + τ i) = (Fintype.card ι : ℤ) - 3 := by
    have hterm : ∀ i, ((ρ i : ℤ) + σ i) * ((ρ i : ℤ) + τ i) =
        1 + (ρ i : ℤ) * τ i + (ρ i : ℤ) * σ i + (σ i : ℤ) * τ i := by
      intro i
      rcases Int.units_eq_one_or (ρ i) with h | h <;> rw [h] <;> push_cast <;> ring
    simp only [hterm, Finset.sum_add_distrib]
    rw [overlap ρ hρ τ hτ h2, overlap ρ hρ σ hσ h1, overlap σ hσ τ hτ h3]
    simp only [Finset.sum_const, Finset.card_univ, nsmul_eq_mul, mul_one]
    ring
  rw [hsum] at hdvd
  omega
```

## (g) Seven sites, eight structures

Find an ensemble on seven sites that attains the bound.

**Solution.** Take three free spins a, b, c and set the seven sites to

a, b, c, ab, ac, bc, abc.

```lean
/-- Seven spins built from three free spins and all their products. -/
def sevenSite (t : ℤˣ × ℤˣ × ℤˣ) : Config (Fin 7) :=
  ![t.1, t.2.1, t.2.2, t.1 * t.2.1, t.1 * t.2.2, t.2.1 * t.2.2, t.1 * t.2.1 * t.2.2]
```

Give each of the resulting structures weight 1/8, and every other configuration weight 0.

```lean
/-- The ensemble giving weight `1/8` to each of the seven-site structures `sevenSite t`. -/
def sevenSiteEnsemble (σ : Config (Fin 7)) : ℝ :=
  if σ ∈ univ.image sevenSite then 1 / 8 else 0
```

The first three sites reveal a, b and c, so the eight choices give eight different structures. Every site spin is a product of one or more distinct free spins, and it sums to zero over the eight choices because flipping one of its factors reverses its sign. The product of two different site spins is, after squares cancel, again such a product, so the pair correlations vanish too. Thus m = 8 = 7 + 1.

In the proof, `hinj` states that the structures differ, and `hav` turns ensemble averages into sums over the free spins. The sums `hmean` and `hpair` are evaluated by finite computation instead of the sign-flip argument.

```lean
/-- The seven-site ensemble has zero means and zero pair correlations, and exactly eight
structures occur in it. -/
theorem sevenSiteEnsemble_witness :
    PairRandom sevenSiteEnsemble ∧ (structures sevenSiteEnsemble).card = 8 := by
  have hinj : Function.Injective sevenSite := by
    have h : ∀ x y, sevenSite x = sevenSite y → x = y := by decide +kernel
    exact fun x y => h x y
  have hc : Fintype.card (ℤˣ × ℤˣ × ℤˣ) = 8 := by decide +kernel
  -- ensemble averages are averages over the three free spins
  have hav : ∀ f, average sevenSiteEnsemble f = ∑ t, 1 / 8 * f (sevenSite t) := by
    intro f
    unfold average sevenSiteEnsemble
    simp only [ite_mul, zero_mul]
    rw [Finset.sum_ite_mem, Finset.univ_inter, Finset.sum_image (fun x _ y _ h => hinj h)]
  have hmean : ∀ i, ∑ t, (sevenSite t i : ℤ) = 0 := by decide +kernel
  have hpair : ∀ i j, i ≠ j → ∑ t, (sevenSite t i : ℤ) * (sevenSite t j : ℤ) = 0 := by
    decide +kernel
  refine ⟨⟨?_, ?_, ?_, ?_⟩, ?_⟩
  · intro σ
    unfold sevenSiteEnsemble
    split_ifs <;> norm_num
  · have h := hav (fun _ => 1)
    simp only [average, mul_one, Finset.sum_const, Finset.card_univ, hc, nsmul_eq_mul] at h
    rw [h]
    norm_num
  · intro i
    have h : ∑ t, spin (sevenSite t) i = 0 := by
      unfold spin
      exact_mod_cast hmean i
    rw [hav, ← Finset.mul_sum, h, mul_zero]
  · intro i j hij
    have h : ∑ t, spin (sevenSite t) i * spin (sevenSite t) j = 0 := by
      unfold spin
      exact_mod_cast hpair i j hij
    rw [hav, ← Finset.mul_sum, h, mul_zero]
  · have hs : structures sevenSiteEnsemble = univ.image sevenSite := by
      ext σ
      unfold structures sevenSiteEnsemble
      rw [Finset.mem_filter]
      by_cases h : σ ∈ univ.image sevenSite
      · rw [if_pos h]
        exact ⟨fun _ => h, fun _ => ⟨Finset.mem_univ σ, by norm_num⟩⟩
      · rw [if_neg h]
        exact ⟨fun h' => absurd h'.2 (lt_irrefl 0), fun h' => absurd h' h⟩
    rw [hs, Finset.card_image_of_injective _ hinj, Finset.card_univ, hc]

end

end PairRandomStructures
```

```lean
#print axioms PairRandomStructures.card_structures_ge
-- 'PairRandomStructures.card_structures_ge' depends on axioms: [propext, Classical.choice, Quot.sound]
#print axioms PairRandomStructures.four_dvd_of_minimal
-- 'PairRandomStructures.four_dvd_of_minimal' depends on axioms: [propext, Classical.choice, Quot.sound]
```
